# The n-fold nested commutator over n! as the order-n part of e^A B e^(−A)

The theorem `nested_div_factorial` says that the n-fold commutator [A, [A, … [A, B]…]], divided by n!, equals the sum over i + j = n of (A^j/j!) B ((−A)^i/i!). These are the terms of total order n in A when the exponentials in e^A B e^(−A), the operator B transformed by e^A, are written as power series. A and B are any elements of a ring that is an algebra over the rationals; they need not commute, and since each order is a finite sum, no convergence is claimed. The proof expands the nested commutator with binomial weights by the preceding theorem, then compares the two sums term by term, which leaves an identity between binomial coefficients and factorials.

The failing Lean file:

```lean
import Mathlib

open Finset

namespace NestedDivFactorial

noncomputable section

variable {R : Type*} [Ring R]

/-- The commutator with `A`, as a map on operators: `X ↦ A X - X A`. -/
def ad (A X : R) : R := A * X - X * A

/-- The `n`-fold nested commutator distributes `n` factors over the two sides of `B`:
`A` on the left and `-A` on the right, with binomial weights. -/
theorem nested_eq_sum_antidiagonal (A B : R) (n : ℕ) :
    (ad A)^[n] B =
      ∑ ij ∈ antidiagonal n, n.choose ij.1 • (A ^ ij.2 * B * (-A) ^ ij.1) := by
  induction n with
  | zero => simp
  | succ n ih =>
    rw [Function.iterate_succ_apply', ih]
    -- Pascal's rule splits the sum into a left and a right multiplication
    refine Eq.trans ?_ (Finset.sum_antidiagonal_choose_succ_nsmul
      (fun i j => A ^ j * B * (-A) ^ i) n).symm
    rw [ad, Finset.mul_sum, Finset.sum_mul, sub_eq_add_neg, ← Finset.sum_neg_distrib]
    congr 1
    · refine Finset.sum_congr rfl fun ij _ => ?_
      simp only [mul_smul_comm, pow_succ', mul_assoc]
    · refine Finset.sum_congr rfl fun ij hij => ?_
      have h : n.choose ij.1 = n.choose ij.2 :=
        Nat.choose_symm_of_eq_add (mem_antidiagonal.mp hij).symm
      rw [h]
      simp only [smul_mul_assoc, pow_succ, mul_assoc, mul_neg, smul_neg]

/-- In an algebra over the rationals, the `n`-fold nested commutator divided by `n!` collects the
terms of total order `n` in the product of the exponential series of `A`, the operator `B` and the
series of `-A`. -/
theorem nested_div_factorial [Algebra ℚ R] (A B : R) (n : ℕ) :
    (n.factorial : ℚ)⁻¹ • (ad A)^[n] B =
      ∑ ij ∈ antidiagonal n, ((ij.2.factorial : ℚ)⁻¹ • A ^ ij.2) * B *
        ((ij.1.factorial : ℚ)⁻¹ • (-A) ^ ij.1) := by
  rw [nested_eq_sum_antidiagonal, Finset.smul_sum]
  refine Finset.sum_congr rfl ?_
  rintro ⟨i, j⟩ hij
  have hn : i + j = n := mem_antidiagonal.mp hij
  subst hn
  dsimp only
  rw [← Nat.cast_smul_eq_nsmul ℚ]
  simp only [smul_mul_assoc, mul_smul_comm, smul_smul]
  congr 1
  have h : (((i + j).choose i : ℚ) * i.factorial * j.factorial) = (i + j).factorial := by
    exact_mod_cast Nat.add_choose_mul_factorial_mul_factorial i j
  have hc : ((i + j).choose i : ℚ) ≠ 0 := by
    exact_mod_cast (Nat.choose_pos (Nat.le_add_right i j)).ne'
  have hi : (i.factorial : ℚ) ≠ 0 := by exact_mod_cast i.factorial_ne_zero
  have hj : (j.factorial : ℚ) ≠ 0 := by exact_mod_cast j.factorial_ne_zero
  rw [← h]
  field_simp

end

end NestedDivFactorial
```

Lean reports:

```
Main.lean:53:4: error: mod_cast has type
  (i + j).choose j * i.factorial * j.factorial = (i + j).factorial
but is expected to have type
  (i + j).choose i * i.factorial * j.factorial = (i + j).factorial
```

The error is in the proof of `h`, which says that the binomial coefficient `(i + j).choose i`, times i! and j!, is (i + j)!. The lemma `Nat.add_choose_mul_factorial_mul_factorial i j` states this with `(i + j).choose j` instead. The two coefficients are equal by the symmetry of binomial coefficients, but `exact_mod_cast` only adjusts the casts between natural and rational numbers and does not apply that symmetry. The message shows the two statements after the casts are removed, and they differ only in this coefficient.

The added line rewrites the goal with `Nat.choose_symm_of_eq_add`, which gives `n.choose a = n.choose b` when `n = a + b`. Here `n` is `i + j` itself, so the hypothesis is proved by `rfl`. The rewrite turns `choose i` into `choose j` in the goal, and the original `exact_mod_cast` line then succeeds. The statement of `h` is unchanged, so the later steps use it as before.

The repair, with which the file compiles:

```diff
@@ -51,4 +51,5 @@
   congr 1
   have h : (((i + j).choose i : ℚ) * i.factorial * j.factorial) = (i + j).factorial := by
+    rw [Nat.choose_symm_of_eq_add (rfl : i + j = i + j)]
     exact_mod_cast Nat.add_choose_mul_factorial_mul_factorial i j
   have hc : ((i + j).choose i : ℚ) ≠ 0 := by
```
